# In a finite orthonormal basis, the F12 projector (1 − O₁)(1 − O₂) gives the nearest strongly orthogonal pair function

In some explicitly correlated F12 methods, a correlation factor multiplies a pair of occupied orbitals, and the product is projected with (1 − O₁)(1 − O₂) before it enters the wave function. Here O₁ and O₂ are the projector onto the occupied orbitals, acting on electron 1 and electron 2. The step removes every component in which at least one electron sits in an occupied orbital. For pair functions expanded in a finite orthonormal basis, the result is also the closest to the original among all functions without such components, measured by the sum of squared moduli of the coefficients of the difference.

## Pair functions as matrices

Let φ_i be the orbitals of the basis, with i running over all of them, occupied or not. A pair function is

u(r₁, r₂) = Σ_ij u_ij φ_i(r₁) φ_j(r₂),

so its coefficients form a square matrix u. In the file the finite type `n` labels the basis orbitals, and `𝕜` is either ℝ or ℂ, which `RCLike` treats together.

```lean
import Mathlib

open Matrix

namespace F12StrongOrthogonality

noncomputable section

variable {𝕜 : Type*} [RCLike 𝕜] {n : Type*} [Fintype n] [DecidableEq n]
```

Let O be the matrix of the occupied projector. Acting on electron 1 it mixes the row index, and acting on electron 2 it mixes the column index:

(O₁u)_ij = Σ_k O_ik u_kj = (Ou)_ij,

(O₂u)_ij = Σ_k O_jk u_ik = (uOᵀ)_ij.

The second line carries a plain transpose, without complex conjugation. Writing Q for the product (1 − O₁)(1 − O₂), we get

Qu = (1 − O) u (1 − Oᵀ).

```lean
/-- The F12 projector `(1 - O₁)(1 - O₂)` applied to a pair function `u`, whose row index
belongs to particle 1 and whose column index belongs to particle 2. -/
def strongProj (O u : Matrix n n 𝕜) : Matrix n n 𝕜 := (1 - O) * u * (1 - Oᵀ)
```

A pair function is strongly orthogonal to the occupied space if the occupied projector annihilates it in either coordinate:

Ou = 0 and uOᵀ = 0.

When there are both occupied and unoccupied orbitals, this is stronger than having zero overlap with the products of two occupied orbitals, because it also excludes products of one occupied and one unoccupied orbital.

```lean
/-- A pair function is strongly orthogonal to the occupied space if the occupied projector
annihilates it in the coordinate of either particle. -/
def StronglyOrthogonal (O u : Matrix n n 𝕜) : Prop := O * u = 0 ∧ u * Oᵀ = 0
```

Distances are measured with the squared Frobenius norm,

‖u‖² = Σ_ij |u_ij|².

Since the basis is orthonormal, this equals the integral of |u(r₁, r₂)|² over both coordinates. Orthonormality belongs to this reading of the matrices and is not a hypothesis in Lean; with overlapping atomic orbitals the Frobenius norm would in general be a different quantity.

```lean
/-- The squared Frobenius norm of a pair function. -/
def pairNormSq (u : Matrix n n 𝕜) : ℝ := ∑ i, ∑ j, ‖u i j‖ ^ 2
```

## Fixed points of the projector

Two conditions on O are used below: O² = O and Oᴴ = O, where ᴴ is the conjugate transpose. They hold when O = Σ_a c_a c_aᴴ for orthonormal occupied orbitals with coefficient columns c_a. Idempotency alone makes the projected function strongly orthogonal:

O(Qu) = (O − O²) u (1 − Oᵀ) = 0,

(Qu)Oᵀ = (1 − O) u (Oᵀ − OᵀOᵀ) = 0.

The second line uses OᵀOᵀ = (OO)ᵀ = Oᵀ.

```lean
/-- The projected pair function is strongly orthogonal to the occupied space. -/
theorem strongProj_stronglyOrthogonal {O : Matrix n n 𝕜} (hP : O * O = O)
    (u : Matrix n n 𝕜) : StronglyOrthogonal O (strongProj O u) := by
  have hT : Oᵀ * Oᵀ = Oᵀ := by rw [← Matrix.transpose_mul, hP]
  constructor
  · have h : O * ((1 - O) * u * (1 - Oᵀ)) = (O - O * O) * u * (1 - Oᵀ) := by
      noncomm_ring
    rw [strongProj, h, hP, sub_self, zero_mul, zero_mul]
  · have h : (1 - O) * u * (1 - Oᵀ) * Oᵀ = (1 - O) * u * (Oᵀ - Oᵀ * Oᵀ) := by
      noncomm_ring
    rw [strongProj, h, hT, sub_self, mul_zero]
```

The hypothesis `hP` is O² = O, and `hT` is its transposed form. In each half `noncomm_ring` regroups the product without exchanging factors, and the rewriting then puts in idempotency.

If Qu = u, then u is strongly orthogonal, because Qu is. For the converse, expand the product:

Qu = u − Ou − uOᵀ + OuOᵀ.

If Ou = 0 and uOᵀ = 0, the last three terms vanish and Qu = u.

```lean
/-- The F12 projector leaves a pair function unchanged exactly when that function is
strongly orthogonal to the occupied space. -/
theorem strongProj_eq_self_iff {O : Matrix n n 𝕜} (hP : O * O = O) (u : Matrix n n 𝕜) :
    strongProj O u = u ↔ StronglyOrthogonal O u := by
  constructor
  · intro h
    have h' := strongProj_stronglyOrthogonal hP u
    rwa [h] at h'
  · rintro ⟨h1, h2⟩
    -- expand the product: every correction term contains `O u` or `u Oᵀ`
    have h : (1 - O) * u * (1 - Oᵀ) = u - O * u - u * Oᵀ + O * u * Oᵀ := by
      noncomm_ring
    rw [strongProj, h, h1, h2]
    simp
```

The two directions of the proof are these two arguments. Applied to Qu in place of u, the criterion also gives Q(Qu) = Qu, which is needed later.

Exchanging the electrons transposes the coefficient matrix. The projector treats both electrons alike, so it commutes with the exchange:

(Qu)ᵀ = (1 − O) uᵀ (1 − Oᵀ) = Q(uᵀ).

A symmetric spatial pair function therefore stays symmetric, and an antisymmetric one stays antisymmetric. No condition on O is needed.

```lean
/-- The F12 projector commutes with the exchange of the two particles. -/
theorem strongProj_exchange (O u : Matrix n n 𝕜) :
    (strongProj O u)ᵀ = strongProj O uᵀ := by
  simp [strongProj, Matrix.transpose_mul, Matrix.transpose_sub, Matrix.mul_assoc]
```

## An orthogonal splitting of the error

The overlap of two pair functions u and v is

tr(uᴴv) = Σ_ij u_ij* v_ij.

Hermiticity of O now enters. It gives (Oᵀ)ᴴ = Oᵀ, and therefore

tr((Qu)ᴴ v) = tr((1 − Oᵀ) uᴴ (1 − O) v) = tr(uᴴ (1 − O) v (1 − Oᵀ)) = tr(uᴴ Qv).

The middle equality moves the factor for electron 2 around the trace.

```lean
/-- The F12 projector is self-adjoint for the overlap `tr (uᴴ v)` of pair functions. -/
theorem strongProj_selfAdjoint {O : Matrix n n 𝕜} (hO : O.IsHermitian)
    (u v : Matrix n n 𝕜) :
    ((strongProj O u)ᴴ * v).trace = (uᴴ * strongProj O v).trace := by
  have hT : (Oᵀ)ᴴ = Oᵀ := hO.transpose
  have h : (strongProj O u)ᴴ = (1 - Oᵀ) * (uᴴ * (1 - O)) := by
    rw [strongProj, Matrix.conjTranspose_mul, Matrix.conjTranspose_mul,
      Matrix.conjTranspose_sub, Matrix.conjTranspose_sub, Matrix.conjTranspose_one,
      hT, hO.eq]
  -- move the factor for particle 2 around the trace
  rw [h, Matrix.mul_assoc, Matrix.trace_mul_comm, strongProj]
  simp only [Matrix.mul_assoc]
```

The equation `h` in the proof is the conjugate transpose of Qu, and `Matrix.trace_mul_comm` performs the cyclic move.

The overlap of a pair function with itself is its squared norm:

tr(uᴴu) = Σ_j Σ_i u_ij* u_ij = Σ_ij |u_ij|².

```lean
omit [DecidableEq n] in
/-- The overlap of a pair function with itself is its squared Frobenius norm. -/
theorem trace_self_overlap (u : Matrix n n 𝕜) :
    (uᴴ * u).trace = ((pairNormSq u : ℝ) : 𝕜) := by
  unfold pairNormSq
  rw [Finset.sum_comm]
  simp only [Matrix.trace, Matrix.diag_apply, Matrix.mul_apply, Matrix.conjTranspose_apply]
  push_cast
  refine Finset.sum_congr rfl fun j _ => Finset.sum_congr rfl fun i _ => ?_
  exact RCLike.conj_mul _
```

The trace is an element of `𝕜` while `pairNormSq` is real, so the theorem embeds the real number in `𝕜`. The proof exchanges the two sums and compares them term by term.

Let w be any strongly orthogonal pair function, and split the difference between u and w at the projected function:

u − w = A + B, with A = u − Qu and B = Qu − w.

Q is linear, Q(Qu) = Qu, and Qw = w by the fixed-point criterion. Hence

QA = Qu − Q(Qu) = 0,

QB = Q(Qu) − Qw = B.

Self-adjointness removes both cross terms:

tr(AᴴB) = tr(Aᴴ QB) = tr((QA)ᴴ B) = 0,

tr(BᴴA) = tr((QB)ᴴ A) = tr(Bᴴ QA) = 0.

Expanding tr((A + B)ᴴ(A + B)) then leaves

‖u − w‖² = ‖u − Qu‖² + ‖Qu − w‖².

```lean
/-- The squared distance from `u` to a strongly orthogonal `w` is the squared norm of the part
removed by the projector plus the squared distance from the projected function to `w`. -/
theorem strongProj_pythagoras {O : Matrix n n 𝕜} (hO : O.IsHermitian) (hP : O * O = O)
    (u : Matrix n n 𝕜) {w : Matrix n n 𝕜} (hw : StronglyOrthogonal O w) :
    pairNormSq (u - w) =
      pairNormSq (u - strongProj O u) + pairNormSq (strongProj O u - w) := by
  have hQ := (strongProj_eq_self_iff hP _).2 (strongProj_stronglyOrthogonal hP u)
  have hw' := (strongProj_eq_self_iff hP w).2 hw
  have hsub : ∀ a b : Matrix n n 𝕜,
      strongProj O (a - b) = strongProj O a - strongProj O b := by
    intro a b
    simp only [strongProj, mul_sub, sub_mul]
    abel
  obtain ⟨A, hA⟩ : ∃ A, A = u - strongProj O u := ⟨_, rfl⟩
  obtain ⟨B, hB⟩ : ∃ B, B = strongProj O u - w := ⟨_, rfl⟩
  have hA0 : strongProj O A = 0 := by rw [hA, hsub, hQ, sub_self]
  have hB0 : strongProj O B = B := by rw [hB, hsub, hQ, hw']
  -- both cross terms vanish because the projector is self-adjoint
  have c1 : (Aᴴ * B).trace = 0 := by
    have h := strongProj_selfAdjoint hO A B
    rw [hA0, hB0] at h
    simpa using h.symm
  have c2 : (Bᴴ * A).trace = 0 := by
    have h := strongProj_selfAdjoint hO B A
    rw [hA0, hB0] at h
    simpa using h
  have hAB : u - w = A + B := by rw [hA, hB]; abel
  rw [← hA, ← hB, hAB]
  have key : ((pairNormSq (A + B) : ℝ) : 𝕜) =
      ((pairNormSq A : ℝ) : 𝕜) + ((pairNormSq B : ℝ) : 𝕜) := by
    rw [← trace_self_overlap, ← trace_self_overlap, ← trace_self_overlap,
      Matrix.conjTranspose_add, add_mul, mul_add, mul_add, Matrix.trace_add,
      Matrix.trace_add, Matrix.trace_add, c1, c2]
    ring
  exact_mod_cast key
```

The names follow the derivation: `hA0` and `hB0` are the actions of Q on A and B, and `c1` and `c2` are the two vanishing cross terms. The expansion `key` is carried out in `𝕜` and transferred back to the real numbers in the last line.

## The nearest strongly orthogonal function

In the Pythagorean identity the first term on the right does not depend on w, and the second is never negative. Therefore

‖u − Qu‖² ≤ ‖u − w‖²

for every strongly orthogonal w. Equality forces ‖Qu − w‖² = 0. A sum of squared moduli vanishes only if each entry does, so w = Qu. Conversely, w = Qu plainly gives equality.

```lean
/-- The projected pair function is strongly orthogonal, and it is the unique
Frobenius-nearest strongly orthogonal pair function to `u`. -/
theorem strongProj_nearest {O : Matrix n n 𝕜} (hO : O.IsHermitian) (hP : O * O = O)
    (u : Matrix n n 𝕜) :
    StronglyOrthogonal O (strongProj O u) ∧
      ∀ w, StronglyOrthogonal O w →
        pairNormSq (u - strongProj O u) ≤ pairNormSq (u - w) ∧
        (pairNormSq (u - w) = pairNormSq (u - strongProj O u) ↔ w = strongProj O u) := by
  refine ⟨strongProj_stronglyOrthogonal hP u, fun w hw => ?_⟩
  have hpy := strongProj_pythagoras hO hP u hw
  have hnn : 0 ≤ pairNormSq (strongProj O u - w) :=
    Finset.sum_nonneg fun i _ => Finset.sum_nonneg fun j _ => sq_nonneg _
  refine ⟨by linarith, fun h => ?_, fun h => by rw [h]⟩
  -- equal distances force the remaining squared norm, hence every entry, to vanish
  have h0 : pairNormSq (strongProj O u - w) = 0 := by linarith
  unfold pairNormSq at h0
  ext i j
  have h1 := (Finset.sum_eq_zero_iff_of_nonneg (fun i _ =>
    Finset.sum_nonneg fun j _ => sq_nonneg ‖(strongProj O u - w) i j‖)).1 h0 i
      (Finset.mem_univ i)
  have h2 := (Finset.sum_eq_zero_iff_of_nonneg (fun j _ =>
    sq_nonneg ‖(strongProj O u - w) i j‖)).1 h1 j (Finset.mem_univ j)
  have h3 : (strongProj O u - w) i j = 0 := norm_eq_zero.1 (pow_eq_zero_iff two_ne_zero |>.1 h2)
  rw [Matrix.sub_apply] at h3
  exact (sub_eq_zero.1 h3).symm
```

The theorem states that Qu is itself strongly orthogonal, that no strongly orthogonal w lies closer to u, and that only Qu attains the smallest distance. The inequality follows from `hpy`, the Pythagorean identity, and `hnn`, the non-negativity of its last term. In the equality case, `h1` reduces the vanishing double sum to single rows and `h2` to single entries.

"Nearest" refers to the norm of the pair function. It does not say that the projected function gives the lowest energy, and no Hamiltonian appears. The correlation factor is not specified either: u is an arbitrary matrix, and the part of an actual F12 pair function that lies outside the finite basis is not represented. F12 variants whose projector also removes products of two virtual orbitals from the given orbital basis use a different operator from the Q treated here.

For real orbitals O is a real symmetric matrix, Oᵀ = O, and the transpose disappears from the formulas:

Qu = (1 − O) u (1 − O).

The fixed-point criterion then says that (1 − O)u(1 − O) = u exactly when Ou = 0 and uO = 0, and the same matrix is nearest to u among those satisfying the two conditions.

```lean
/-- For a real symmetric projector `O`, `(1 - O) u (1 - O) = u` holds exactly when `O u = 0` and
`u O = 0`, and `(1 - O) u (1 - O)` is at least as near to `u` as any such pair function. -/
theorem real_symmetric_case {O : Matrix n n ℝ} (hS : Oᵀ = O) (hP : O * O = O)
    (u : Matrix n n ℝ) :
    ((1 - O) * u * (1 - O) = u ↔ O * u = 0 ∧ u * O = 0) ∧
      ∀ w, O * w = 0 → w * O = 0 →
        pairNormSq (u - (1 - O) * u * (1 - O)) ≤ pairNormSq (u - w) := by
  have hH : O.IsHermitian := (Matrix.conjTranspose_eq_transpose_of_trivial O).trans hS
  have e : (1 - O) * u * (1 - O) = strongProj O u := by rw [strongProj, hS]
  rw [e]
  constructor
  · rw [strongProj_eq_self_iff hP, StronglyOrthogonal, hS]
  · intro w h1 h2
    exact ((strongProj_nearest hH hP u).2 w ⟨h1, by rw [hS]; exact h2⟩).1
```

A real symmetric matrix is Hermitian, which is `hH`, and `e` identifies the product without a transpose with `strongProj`. This statement records the inequality only; uniqueness in the real case is contained in `strongProj_nearest`, taken with `𝕜` equal to ℝ.

## One complex occupied orbital

For complex orbitals the transpose can matter, as two basis orbitals already show. In the coefficients below, i is the imaginary unit. Let the normalised occupied orbital c and the normalised unoccupied orbital d have the coefficients

c = (1, i)/√2, d = (1, −i)/√2.

The occupied projector O = ccᴴ has the rows

(1/2, −i/2) and (i/2, 1/2).

```lean
/-- The projector onto one complex occupied orbital in a basis of two orbitals. -/
def twoOrbitalOcc : Matrix (Fin 2) (Fin 2) ℂ :=
  !![1 / 2, -Complex.I / 2; Complex.I / 2, 1 / 2]
```

Take the pair function with both electrons in the first basis orbital, u = e eᵀ with e = (1, 0)ᵀ. Its projection factorises into a column and a row:

(1 − O)e = ½ (1, −i)ᵀ,

eᵀ(1 − Oᵀ) = ½ (1, −i).

Their product Qu has the rows

(1/4, −i/4) and (−i/4, −1/4).

This is ½ ddᵀ, so both electrons are in the unoccupied orbital. The squared norm of Qu is 1/4, and the removed part carries the remaining 3/4. After normalisation the projected function is ddᵀ, with the rows (1/2, −i/2) and (−i/2, −1/2).

If the transpose were omitted, the row factor would be ½ (1, i), which is proportional to the occupied orbital c, and electron 2 would end up in exactly the orbital that the projection should remove. That comparison is a side calculation and is not among the statements in the file.

```lean
/-- The two-orbital projector is Hermitian and idempotent, and the F12 projector built from it
sends the pair function with both particles in the first basis orbital to the matrix shown. -/
theorem twoOrbitalOcc_witness :
    twoOrbitalOcc.IsHermitian ∧ twoOrbitalOcc * twoOrbitalOcc = twoOrbitalOcc ∧
      strongProj twoOrbitalOcc !![1, 0; 0, 0] =
        !![1 / 4, -Complex.I / 4; -Complex.I / 4, -1 / 4] := by
  refine ⟨?_, ?_, ?_⟩
  · ext i j
    fin_cases i <;> fin_cases j <;>
      simp [twoOrbitalOcc, Matrix.conjTranspose_apply]
  · ext i j
    fin_cases i <;> fin_cases j <;>
      simp [twoOrbitalOcc, Matrix.mul_apply, Fin.sum_univ_two, Complex.ext_iff] <;> norm_num
  · ext i j
    fin_cases i <;> fin_cases j <;>
      simp [strongProj, twoOrbitalOcc, Matrix.mul_apply, Fin.sum_univ_two,
        Complex.ext_iff] <;> norm_num

end

end F12StrongOrthogonality
```

The theorem confirms that this O is Hermitian and idempotent and that the projected matrix is the one given above before normalisation. Each of the three parts is checked entry by entry: `fin_cases` runs through the four index pairs, and `simp` and `norm_num` evaluate the complex arithmetic. The conditions on O are thus met by a projector with non-real entries, and the projected pair function is not zero.

```lean
#print axioms F12StrongOrthogonality.strongProj_exchange
#print axioms F12StrongOrthogonality.strongProj_nearest
#print axioms F12StrongOrthogonality.real_symmetric_case
```

```
'F12StrongOrthogonality.strongProj_exchange' depends on axioms: [propext, Classical.choice, Quot.sound]
'F12StrongOrthogonality.strongProj_nearest' depends on axioms: [propext, Classical.choice, Quot.sound]
'F12StrongOrthogonality.real_symmetric_case' depends on axioms: [propext, Classical.choice, Quot.sound]
```
